# Parallel transport of a unit-norm state along a one-parameter curve

Let $E$ be a complex inner product space with $\langle\cdot,\cdot\rangle$ antilinear in the first slot and linear in the second, as in Dirac's $\langle\psi|\chi\rangle$, and let $u:\mathbb R\to E$ be a continuously differentiable curve with $\|u(t)\|=1$. Put $\beta(t)=\langle u(t),u'(t)\rangle$, $\varphi(t)=\int_0^t\beta(s)\,ds$ and $v(t)=e^{-\varphi(t)}u(t)$, and call a curve $w$ parallel if it is differentiable and $\langle w(t),w'(t)\rangle=0$ for all $t$.

```lean
import Mathlib

open scoped InnerProductSpace ComplexConjugate

namespace ParallelTransport

noncomputable section

variable {E : Type*} [NormedAddCommGroup E] [InnerProductSpace ℂ E] [NormedSpace ℝ E]

/-- The accumulated overlap `∫₀ᵗ ⟨u(s), u'(s)⟩ ds` along a curve of states. -/
def transportExponent (u : ℝ → E) (t : ℝ) : ℂ :=
  ∫ s in (0 : ℝ)..t, ⟪u s, deriv u s⟫_ℂ

/-- The rescaled curve `v(t) = exp(-∫₀ᵗ ⟨u, u'⟩ ds) u(t)`. -/
def parallelGauge (u : ℝ → E) (t : ℝ) : E :=
  Complex.exp (-transportExponent u t) • u t

/-- A curve is parallel transported if it is differentiable and `⟨v(t), v'(t)⟩ = 0`
for all `t`. -/
def IsParallel (v : ℝ → E) : Prop :=
  Differentiable ℝ v ∧ ∀ t, ⟪v t, deriv v t⟫_ℂ = 0

/-- The two-level curve `cos a · x + sin a · e^{it} y`. -/
def twoLevelCurve (x y : E) (a t : ℝ) : E :=
  ((Real.cos a : ℝ) : ℂ) • x + (((Real.sin a : ℝ) : ℂ) * Complex.exp (Complex.I * t)) • y

/-- For a continuously differentiable curve the accumulated overlap has derivative
`⟨u(t), u'(t)⟩`. -/
theorem hasDerivAt_transportExponent {u : ℝ → E} (hu : ContDiff ℝ 1 u) (t : ℝ) :
    HasDerivAt (transportExponent u) ⟪u t, deriv u t⟫_ℂ t := by
  have hc : Continuous fun s => ⟪u s, deriv u s⟫_ℂ :=
    Continuous.inner hu.continuous (contDiff_one_iff_deriv.1 hu).2
  exact (hc.integral_hasStrictDerivAt 0 t).hasDerivAt

/-- A parallel-transported curve has constant norm. -/
theorem IsParallel.norm_eq {v : ℝ → E} (hv : IsParallel v) (t : ℝ) : ‖v t‖ = ‖v 0‖ := by
  -- d⟨v,v⟩/dt = ⟨v,v'⟩ + ⟨v',v⟩ = 0
  have hd : ∀ s, HasDerivAt (fun r => ⟪v r, v r⟫_ℂ) 0 s := fun s =>
    (HasDerivAt.inner ℂ (hv.1 s).hasDerivAt (hv.1 s).hasDerivAt).congr_deriv
      (by rw [hv.2 s, inner_eq_zero_symm.1 (hv.2 s), add_zero])
  have h1 : ⟪v t, v t⟫_ℂ = ⟪v 0, v 0⟫_ℂ :=
    is_const_of_deriv_eq_zero (fun s => (hd s).differentiableAt) (fun s => (hd s).deriv) t 0
  have h2 : ‖v t‖ ^ 2 = ‖v 0‖ ^ 2 := by
    rw [← inner_self_eq_norm_sq (𝕜 := ℂ) (v t), ← inner_self_eq_norm_sq (𝕜 := ℂ) (v 0), h1]
  exact (sq_eq_sq₀ (norm_nonneg _) (norm_nonneg _)).1 h2

/-- Uniqueness: if `v` is a parallel unit curve and `w` is a parallel curve with `w(t)` a
multiple of `v(t)` at each time, then `w(t) = ⟨v(0), w(0)⟩ v(t)`. -/
theorem parallel_unique {v w : ℝ → E} (hv : IsParallel v) (hw : IsParallel w)
    (hn : ∀ t, ‖v t‖ = 1) (hray : ∀ t, ∃ a : ℂ, w t = a • v t) (t : ℝ) :
    w t = ⟪v 0, w 0⟫_ℂ • v t := by
  by_cases h0 : w 0 = 0
  · have h := hw.norm_eq t
    rw [h0, norm_zero, norm_eq_zero] at h
    rw [h, h0, inner_zero_right, zero_smul]
  -- the overlap ⟨v, w⟩ has vanishing derivative
  have hd : ∀ s, HasDerivAt (fun r => ⟪v r, w r⟫_ℂ) 0 s := by
    intro s
    obtain ⟨a, ha⟩ := hray s
    have ha0 : a ≠ 0 := by
      intro h
      have h1 := hw.norm_eq s
      rw [ha, h, zero_smul, norm_zero] at h1
      exact h0 (norm_eq_zero.1 h1.symm)
    have h1 : ⟪v s, deriv w s⟫_ℂ = 0 := by
      have h2 := hw.2 s
      rw [ha, inner_smul_left] at h2
      exact (mul_eq_zero.1 h2).resolve_left (by simpa using ha0)
    have h2 : ⟪deriv v s, w s⟫_ℂ = 0 := by
      rw [ha, inner_smul_right, inner_eq_zero_symm.1 (hv.2 s), mul_zero]
    exact (HasDerivAt.inner ℂ (hv.1 s).hasDerivAt (hw.1 s).hasDerivAt).congr_deriv
      (by rw [h1, h2, add_zero])
  have h1 : ⟪v t, w t⟫_ℂ = ⟪v 0, w 0⟫_ℂ :=
    is_const_of_deriv_eq_zero (fun s => (hd s).differentiableAt) (fun s => (hd s).deriv) t 0
  obtain ⟨a, ha⟩ := hray t
  have hvv : ⟪v t, v t⟫_ℂ = 1 := by rw [inner_self_eq_norm_sq_to_K, hn]; simp
  rw [← h1, ha, inner_smul_right, hvv, mul_one]

variable [IsScalarTower ℝ ℂ E]

/-- For a continuously differentiable curve `u`, the velocity of the rescaled curve is `exp(-∫₀ᵗ ⟨u, u'⟩) (u' - ⟨u, u'⟩ u)`. -/
theorem hasDerivAt_parallelGauge {u : ℝ → E} (hu : ContDiff ℝ 1 u) (t : ℝ) :
    HasDerivAt (parallelGauge u)
      (Complex.exp (-transportExponent u t) • (deriv u t - ⟪u t, deriv u t⟫_ℂ • u t)) t := by
  have h1 : HasDerivAt (fun s => -transportExponent u s) (-⟪u t, deriv u t⟫_ℂ) t :=
    (hasDerivAt_transportExponent hu t).neg
  have h2 := ((contDiff_one_iff_deriv.1 hu).1 t).hasDerivAt
  exact (h1.cexp.smul h2).congr_deriv (by module)

/-- For a continuously differentiable unit curve `u`, the curve
`v(t) = exp(-∫₀ᵗ ⟨u, u'⟩ ds) u(t)` has unit norm, is differentiable, and `⟨v, v'⟩ = 0`. -/
theorem parallel_transport {u : ℝ → E} (hu : ContDiff ℝ 1 u) (hn : ∀ t, ‖u t‖ = 1) :
    (∀ t, ‖parallelGauge u t‖ = 1) ∧ IsParallel (parallelGauge u) := by
  have hp : IsParallel (parallelGauge u) := by
    refine ⟨fun t => (hasDerivAt_parallelGauge hu t).differentiableAt, fun t => ?_⟩
    have huu : ⟪u t, u t⟫_ℂ = 1 := by rw [inner_self_eq_norm_sq_to_K, hn]; simp
    rw [(hasDerivAt_parallelGauge hu t).deriv, parallelGauge, inner_smul_left,
      inner_smul_right, inner_sub_right, inner_smul_right, huu]
    ring
  refine ⟨fun t => ?_, hp⟩
  -- the norm is conserved and v(0) = u(0)
  rw [hp.norm_eq t]
  simp [parallelGauge, transportExponent, hn]

/-- Multiplying a continuously differentiable unit curve `u` by a continuously
differentiable factor `c(t)` of modulus one changes the
parallel-transported curve only by the constant factor `c(0)`. -/
theorem parallelGauge_phase_smul {u : ℝ → E} {c : ℝ → ℂ} (hu : ContDiff ℝ 1 u)
    (hn : ∀ t, ‖u t‖ = 1) (hc : ContDiff ℝ 1 c) (hcn : ∀ t, ‖c t‖ = 1) (t : ℝ) :
    parallelGauge (fun s => c s • u s) t = c 0 • parallelGauge u t := by
  have hcu : ContDiff ℝ 1 fun s => c s • u s := hc.smul hu
  have hv := parallel_transport hu hn
  have hw := parallel_transport hcu (fun s => by rw [norm_smul, hcn, hn, mul_one])
  have huu : ⟪u 0, u 0⟫_ℂ = 1 := by rw [inner_self_eq_norm_sq_to_K, hn]; simp
  rw [parallel_unique hv.2 hw.2 hv.1 ?_ t]
  · congr 1
    simp only [parallelGauge, transportExponent, intervalIntegral.integral_same, neg_zero,
      Complex.exp_zero, one_smul, inner_smul_right, huu, mul_one]
  · intro s
    refine ⟨Complex.exp (-transportExponent (fun s => c s • u s) s) * c s /
      Complex.exp (-transportExponent u s), ?_⟩
    simp only [parallelGauge, smul_smul]
    rw [div_mul_cancel₀ _ (Complex.exp_ne_zero _)]

/-- For a continuously differentiable unit curve `u`, the speed of the
parallel-transported curve at time `t` is at most the speed of
`c u`, for any factor `c` differentiable at `t` with `|c(t)| = 1`. -/
theorem parallelGauge_speed_le {u : ℝ → E} {c : ℝ → ℂ} {t : ℝ} (hu : ContDiff ℝ 1 u)
    (hn : ∀ t, ‖u t‖ = 1) (hc : DifferentiableAt ℝ c t) (hcn : ‖c t‖ = 1) :
    ‖deriv (parallelGauge u) t‖ ≤ ‖deriv (fun s => c s • u s) t‖ := by
  have he : ‖Complex.exp (-transportExponent u t)‖ = 1 := by
    have h := (parallel_transport hu hn).1 t
    rwa [parallelGauge, norm_smul, hn, mul_one] at h
  have huu : ⟪u t, u t⟫_ℂ = 1 := by rw [inner_self_eq_norm_sq_to_K, hn]; simp
  -- split (c u)' into a part along u and a part orthogonal to u
  have hd : HasDerivAt (fun s => c s • u s)
      ((c t * ⟪u t, deriv u t⟫_ℂ + deriv c t) • u t
        + c t • (deriv u t - ⟪u t, deriv u t⟫_ℂ • u t)) t :=
    (hc.hasDerivAt.smul ((contDiff_one_iff_deriv.1 hu).1 t).hasDerivAt).congr_deriv
      (by module)
  have ho : ⟪(c t * ⟪u t, deriv u t⟫_ℂ + deriv c t) • u t,
      c t • (deriv u t - ⟪u t, deriv u t⟫_ℂ • u t)⟫_ℂ = 0 := by
    rw [inner_smul_left, inner_smul_right, inner_sub_right, inner_smul_right, huu]
    ring
  have hP := norm_add_sq_eq_norm_sq_add_norm_sq_of_inner_eq_zero _ _ ho
  rw [norm_smul (c t), hcn, one_mul] at hP
  rw [(hasDerivAt_parallelGauge hu t).deriv, hd.deriv, norm_smul, he, one_mul]
  refine (mul_self_le_mul_self_iff (norm_nonneg _) (norm_nonneg _)).2 ?_
  rw [hP]
  exact le_add_of_nonneg_left (mul_self_nonneg _)

/-- For orthonormal `x`, `y` the two-level curve is continuously differentiable with unit
norm, and its parallel-transported form is `exp(-i t sin² a)` times the curve. -/
theorem twoLevelCurve_witness {x y : E} (hx : ‖x‖ = 1) (hy : ‖y‖ = 1)
    (hxy : ⟪x, y⟫_ℂ = 0) (a : ℝ) :
    ContDiff ℝ 1 (twoLevelCurve x y a) ∧ (∀ t, ‖twoLevelCurve x y a t‖ = 1) ∧
      ∀ t : ℝ, parallelGauge (twoLevelCurve x y a) t =
        Complex.exp (-(Complex.I * t * ((Real.sin a : ℝ) : ℂ) ^ 2)) •
          twoLevelCurve x y a t := by
  have hxx : ⟪x, x⟫_ℂ = 1 := by rw [inner_self_eq_norm_sq_to_K, hx]; simp
  have hyy : ⟪y, y⟫_ℂ = 1 := by rw [inner_self_eq_norm_sq_to_K, hy]; simp
  have hyx : ⟪y, x⟫_ℂ = 0 := inner_eq_zero_symm.1 hxy
  have hz : ∀ t : ℝ, conj (Complex.exp (Complex.I * t)) * Complex.exp (Complex.I * t) = 1 := by
    intro t
    rw [← Complex.exp_conj, ← Complex.exp_add]
    simp
  have hd : ∀ t : ℝ, HasDerivAt (twoLevelCurve x y a)
      ((((Real.sin a : ℝ) : ℂ) * (Complex.exp (Complex.I * t) * (Complex.I * 1))) • y) t := by
    intro t
    have h1 : HasDerivAt (fun s : ℝ => (s : ℂ)) 1 t := (hasDerivAt_id t).ofReal_comp
    exact (((h1.const_mul Complex.I).cexp.const_mul _).smul_const y).const_add _
  have hk : ∀ t, ⟪twoLevelCurve x y a t, deriv (twoLevelCurve x y a) t⟫_ℂ =
      Complex.I * ((Real.sin a : ℝ) : ℂ) ^ 2 := by
    intro t
    rw [(hd t).deriv, twoLevelCurve]
    simp only [inner_add_left, inner_smul_left, inner_smul_right, hxy, hyy, map_mul,
      Complex.conj_ofReal]
    linear_combination (Complex.I * ((Real.sin a : ℝ) : ℂ) ^ 2) * hz t
  refine ⟨contDiff_one_iff_deriv.2 ⟨fun t => (hd t).differentiableAt, ?_⟩, fun t => ?_,
    fun t => ?_⟩
  · rw [funext fun t => (hd t).deriv]
    fun_prop
  · have hcs : ((Real.cos a : ℝ) : ℂ) ^ 2 + ((Real.sin a : ℝ) : ℂ) ^ 2 = 1 := by
      exact_mod_cast Real.cos_sq_add_sin_sq a
    have h1 : ⟪twoLevelCurve x y a t, twoLevelCurve x y a t⟫_ℂ = 1 := by
      rw [twoLevelCurve]
      simp only [inner_add_left, inner_add_right, inner_smul_left, inner_smul_right, hxy,
        hyx, hxx, hyy, map_mul, Complex.conj_ofReal]
      linear_combination hcs + ((Real.sin a : ℝ) : ℂ) ^ 2 * hz t
    have h2 := inner_self_eq_norm_sq (𝕜 := ℂ) (twoLevelCurve x y a t)
    rw [h1, RCLike.one_re] at h2
    exact (sq_eq_sq₀ (norm_nonneg _) zero_le_one).1 (by rw [← h2, one_pow])
  · simp only [parallelGauge, transportExponent, hk, intervalIntegral.integral_const,
      sub_zero, Complex.real_smul]
    congr 2
    ring

end

end ParallelTransport
```

```lean
#print axioms ParallelTransport.parallelGauge_phase_smul
#print axioms ParallelTransport.parallelGauge_speed_le
```

```
'ParallelTransport.parallelGauge_phase_smul' depends on axioms: [propext, Classical.choice, Quot.sound]
'ParallelTransport.parallelGauge_speed_le' depends on axioms: [propext, Classical.choice, Quot.sound]
```

## What the statements say

The type `E` is the state space. It may be $\mathbb C^n$, but neither finite dimension nor completeness is assumed, since the only integral taken is that of the complex number $\beta(s)$. The bracket `⟪u s, deriv u s⟫_ℂ` follows the convention above. The parameter is real, so `deriv u` uses real scalars on `E`, and `IsScalarTower ℝ ℂ E` makes these agree with the complex ones. The hypothesis `ContDiff ℝ 1 u` is continuous differentiability on the whole real line. The function `transportExponent u` is $\varphi$, an oriented integral that also covers $t<0$, and `parallelGauge u` is $v$.

The main theorem `parallel_transport` says that for such a unit curve $u$ the curve $v$ has norm one at every $t$ and satisfies `IsParallel`, that is, $v$ is differentiable and $\langle v,v'\rangle=0$ everywhere.

Four further results accompany it. By `parallel_unique`, if $v$ is any parallel unit curve and $w$ is a parallel curve, of any norm, with $w(t)$ a complex multiple of $v(t)$ at each $t$, then $w(t)=\langle v(0),w(0)\rangle\,v(t)$. By `parallelGauge_phase_smul`, if $c:\mathbb R\to\mathbb C$ is continuously differentiable with $|c(t)|=1$ for all $t$, the construction applied to $c\,u$ gives $c(0)\,v$. By `parallelGauge_speed_le`, $\|v'(t)\|\le\|(c\,u)'(t)\|$ at a given time $t$, where $c$ need only be differentiable at $t$ and of modulus one at $t$. Finally `twoLevelCurve_witness` treats, for orthonormal $x,y\in E$ and a real angle $a$, the curve
$$u(t)=\cos a\;x+\sin a\;e^{it}\,y ,$$
and shows that it is continuously differentiable, has unit norm, and has $v(t)=e^{-it\sin^2 a}\,u(t)$.

## The physics encoded

A pure state is a ray, and a curve of normalised vectors $u(t)$ carries an arbitrary choice of phase at each $t$. Multiplying by $c(t)$ with $|c(t)|=1$ is a gauge transformation. With the Berry connection defined as $A(t)=i\langle u,u'\rangle=i\beta(t)$, the factor in $v$ is $e^{-\varphi(t)}=\exp\!\big(i\int_0^tA\,ds\big)$, and the condition $\langle v,v'\rangle=0$ says that the connection vanishes in the gauge $v$. The covariance theorem says that this gauge depends on the original phases only through the phase at $t=0$. The speed bound says that $v$ moves no faster than any other differentiable choice of phase along the same rays.

In electronic structure this fixes, up to the one constant phase chosen at the starting point, the phase of the cell-periodic Bloch function of a single isolated band along one line in $k$-space, or of a non-degenerate eigenvector along a one-parameter path of Hamiltonians. The theorems themselves contain no Hamiltonian: that $u$ is smooth and normalised is assumed, not derived from a spectral gap, and nothing is said about adiabatic dynamics. They concern one vector, so degenerate or entangled bands, where the phase becomes a unitary matrix, are not covered, and with one parameter there is no curvature. The Berry phase of a loop is not defined in the code. If $u(T)=u(0)$ for some $T$, the definitions give $v(T)=e^{-\varphi(T)}v(0)$, and that mismatch factor is what one ordinarily calls the geometric phase factor. The speed bound is pointwise in $t$ and does not state when equality holds.

## Why it is true

**The exponent.** The function $\beta$ is continuous because $u$ and $u'$ are, so the fundamental theorem of calculus gives $\varphi'(t)=\beta(t)$. In `hasDerivAt_transportExponent`, `hc` is the continuity and `integral_hasStrictDerivAt` is the fundamental theorem.

**The velocity.** The chain and product rules give
$$v'=e^{-\varphi}u'-\beta\,e^{-\varphi}u=e^{-\varphi}\,(u'-\beta u).$$
In `hasDerivAt_parallelGauge` the expression `h1.cexp.smul h2` applies these two rules, and `module` collects the terms. Unit norm is not needed here.

**Orthogonality.** Pulling the scalars out of both slots,
$$\langle v,v'\rangle=\overline{e^{-\varphi}}\,e^{-\varphi}\big(\langle u,u'\rangle-\beta\langle u,u\rangle\big)=|e^{-\varphi}|^2\,(\beta-\beta)=0,$$
where $\langle u,u\rangle=1$ is used. This is `hp` in `parallel_transport`, with `huu` for the normalisation and `ring` for the cancellation.

**Unit norm.** For any parallel curve $w$,
$$\frac{d}{dt}\langle w,w\rangle=\langle w,w'\rangle+\langle w',w\rangle=0+\overline 0=0,$$
so $\|w(t)\|=\|w(0)\|$. This is `IsParallel.norm_eq`: `HasDerivAt.inner` is the product rule for the bracket, `inner_eq_zero_symm` handles the second term, and `is_const_of_deriv_eq_zero` turns the vanishing derivative into constancy. Since $\varphi(0)=0$, one has $v(0)=u(0)$, hence $\|v(t)\|=1$. The more familiar argument differentiates $\langle u,u\rangle=1$ to get $\beta+\overline\beta=0$, so that $\varphi$ is imaginary. The proof here reaches $|e^{-\varphi}|=1$ afterwards, from $\|v\|=\|u\|=1$.

**Uniqueness.** Let $v$ be a parallel unit curve and $w$ a parallel curve on the same rays. If $w(0)=0$, constancy of the norm gives $w(t)=0$, and both sides vanish; this is the branch `h0` of `by_cases`. Otherwise fix a time $s$ and write $w(s)=a\,v(s)$, with $a$ here the complex multiple supplied by `hray`. It is nonzero because $\|w(s)\|=\|w(0)\|\neq0$. From $0=\langle w,w'\rangle=\overline a\,\langle v,w'\rangle$ follows $\langle v,w'\rangle=0$, and $\langle v',w\rangle=a\langle v',v\rangle=0$. Therefore
$$\frac{d}{ds}\langle v,w\rangle=\langle v,w'\rangle+\langle v',w\rangle=0,$$
which is `hd`. The overlap is constant, and at time $t$ it equals the multiple at that time, because $\langle v,v\rangle=1$. The argument differentiates only the overlap, so no smoothness of the multiple has to be assumed.

**Gauge covariance.** The curve $c\,u$ is continuously differentiable with unit norm, so the main theorem applies to it and gives a parallel curve $\tilde v=e^{-\tilde\varphi}c\,u$, where $\tilde\varphi$ is the exponent of $c\,u$. It lies on the rays of $v$, since $\tilde v=\big(e^{-\tilde\varphi}c/e^{-\varphi}\big)\,v$ and the exponential is never zero; this quotient is the term given in the `refine` step. Uniqueness yields $\tilde v(t)=\langle v(0),\tilde v(0)\rangle\,v(t)$, and $\langle u(0),c(0)u(0)\rangle=c(0)$. No logarithm of $c$ has to be chosen.

**Speed.** At the time $t$, split the derivative into parts along and orthogonal to $u$:
$$(c\,u)'=c\,u'+c'u=(c\beta+c')\,u+c\,(u'-\beta u).$$
This is `hd` in `parallelGauge_speed_le`. The two terms are orthogonal (`ho`) by the same cancellation as above, so Pythagoras (`hP`) with $|c|=1$ and $\|u\|=1$ gives
$$\|(c\,u)'\|^2=|c\beta+c'|^2+\|u'-\beta u\|^2 .$$
Since $|e^{-\varphi}|=1$ (`he`), $\|v'\|=\|u'-\beta u\|$, and dropping the non-negative first term gives the bound.

**Two levels.** Here $u'=i\sin a\,e^{it}y$ (`hd`). With $\langle x,y\rangle=0$, $\langle y,y\rangle=1$ and $\overline{e^{it}}e^{it}=1$ (`hz`),
$$\beta=\overline{\sin a\,e^{it}}\cdot i\sin a\,e^{it}=i\sin^2a ,$$
which is `hk`. In the same way $\langle u,u\rangle=\cos^2a+\sin^2a=1$. The integrand is constant, so `intervalIntegral.integral_const` gives $\varphi(t)=it\sin^2a$.

## A numerical instance

Take $E=\mathbb C^2$, $x=(1,0)$, $y=(0,1)$ and $a=\pi/6$. Then $u=\big(\tfrac{\sqrt3}{2},\ \tfrac12e^{it}\big)$, $u'=\big(0,\ \tfrac i2e^{it}\big)$, $\beta=\tfrac i4$, and
$$v=\Big(\tfrac{\sqrt3}{2}e^{-it/4},\ \tfrac12e^{3it/4}\Big),\qquad v'=\Big(-\tfrac{i\sqrt3}{8}e^{-it/4},\ \tfrac{3i}{8}e^{3it/4}\Big).$$
The overlap is $\langle v,v'\rangle=-\tfrac{3i}{16}+\tfrac{3i}{16}=0$. The speeds are $\|v'\|^2=\tfrac{3}{64}+\tfrac{9}{64}=\tfrac3{16}$ and $\|u'\|^2=\tfrac14$; their difference $\tfrac1{16}=|\beta|^2$ is the first Pythagorean term for $c=1$. At $t=2\pi$ the curve $u$ has returned to $u(0)$, whereas $v(2\pi)=e^{-i\pi/2}u(0)=-i\,u(0)$.

## Easy mistakes

For a unit curve $\langle u',u\rangle=\overline\beta=-\beta$. Exchanging the two slots, as happens when the formula is copied into a convention that is linear in the first argument, therefore flips the sign of the exponent. The result $w=e^{+\varphi}u$ still has unit norm, so a norm check does not reveal the error, but $\langle w,w'\rangle=2\beta$, which is $\tfrac i2$ in the example.

In the formal statement, the tempting shortcut is to define a parallel curve by `⟪v t, deriv v t⟫_ℂ = 0` alone. In Mathlib `deriv` returns zero where the function is not differentiable, so a constant vector whose sign jumps at one time would satisfy that condition and violate uniqueness. The clause `Differentiable ℝ v` in `IsParallel` excludes this.

## In a calculation

A diagonalisation routine returns vectors $u_0,u_1,\dots$ on a grid $t_k=kh$ of step $h$, each with an uncontrolled phase, so $u'$ is not available. One sets $v_0=u_0$, computes the overlap $M_k=\langle v_k,u_{k+1}\rangle$, and, provided $M_k\neq0$, defines
$$v_{k+1}=\frac{\overline{M_k}}{|M_k|}\,u_{k+1},$$
so that $\langle v_k,v_{k+1}\rangle=|M_k|$ is real and positive. For any smooth curve $v$ of unit norm, parallel or not, $\langle v(t),v(t+h)\rangle\approx1+h\langle v,v'\rangle$ with an imaginary first-order term, so a real overlap is the grid form of $\langle v,v'\rangle=0$. If the vectors are given by their components in one fixed orthonormal basis, the overlap in NumPy is `np.vdot(v_k, u_next)`, which conjugates its first argument, in agreement with the convention used here.

For the two-level curve, neighbouring points have overlap $\cos^2a+\sin^2a\,e^{ih}$, whose argument is $h\sin^2a$ to first order in $h$. With $a=\pi/6$ and four steps of $h=\pi/2$, each overlap is $\tfrac34+\tfrac i4$ with argument $\arctan\tfrac13\approx0.322$, and the accumulated phase is $-1.287$, against $-\pi/2\approx-1.571$ for the continuous curve. The grid scheme and its convergence as $h\to0$ were not formalised, and the Lean theorems speak only of the continuous curve.
